# For positive excitation energies, opposite-spin RI-MP2 is never too low in total if the fit and its residual are positive semidefinite

## Can overestimated terms pull the total below the unfitted energy?

I replace the exact integrals in a closed-shell opposite-spin MP2 calculation by fitted ones, enlarge the auxiliary basis, and read each drop in the energy as correlation recovered. That reading needs the fitted energy to approach the exact one from above. But when I compare single terms, some fitted integrals are larger in magnitude than the exact ones, so their squares contribute too much correlation. Why can't these terms win and push the total below the MP2 value with exact integrals?

## The cross term between fit and residual is never negative

They can't win, provided that the fitted matrix and the matrix of fitting errors are both positive semidefinite. The terms must be added up before they are compared.

Let \(i\) and \(j\) each label an occupied-virtual pair, not an occupied orbital as in most textbooks. Let \(x_i>0\) be the orbital-energy difference of pair \(i\), \(M_{ij}\) the exact integral between two pairs, \(N_{ij}\) the fitted one, and \(R=M-N\) the residual. For real orbitals, the opposite-spin correlation energy is

\[
E(M)=-\sum_{ij}\frac{M_{ij}^2}{x_i+x_j}.
\]

Inserting \(M_{ij}^2=N_{ij}^2+R_{ij}^2+2N_{ij}R_{ij}\) gives

\[
E(M)=E(N)+E(R)-2C,\qquad C=\sum_{ij}\frac{N_{ij}R_{ij}}{x_i+x_j}.
\]

It is enough to show that \(C\ge0\). Since \(x_i+x_j>0\),

\[
\frac1{x_i+x_j}=\int_0^\infty e^{-x_it}\,e^{-x_jt}\,dt,
\]

so \(C\) is the integral over \(t\) of \(\sum_{ij}N_{ij}R_{ij}v_iv_j\) with \(v_i=e^{-x_it}\). Orthonormal eigenvectors \(u_k\) of \(R\), with eigenvalues \(w_k\ge0\), give \(R_{ij}=\sum_k w_k\,u_{ki}u_{kj}\). Therefore

\[
\sum_{ij}N_{ij}R_{ij}v_iv_j=\sum_k w_k\sum_{ij}(v_iu_{ki})\,N_{ij}\,(v_ju_{kj})\ge0,
\]

because each inner sum is a quadratic form of \(N\). Hence \(C\ge0\), and

\[
E(M)\le E(N)+E(R)\le E(N),
\]

where the last step uses \(E(R)\le0\). If \(E(M)=E(N)\), the first inequality forces \(E(R)=0\). This is a sum of squares with positive denominators, so every \(R_{ij}\) vanishes and \(M=N\).

**Two pairs in numbers.** Take, in arbitrary units, \(x=(1,3)\) and

\[
M=\begin{pmatrix}3&1\\1&3\end{pmatrix},\quad
N=\begin{pmatrix}2&2\\2&2\end{pmatrix},\quad
R=\begin{pmatrix}1&-1\\-1&1\end{pmatrix}.
\]

The quadratic forms of \(N\) and \(R\) are \(2(y_1+y_2)^2\) and \((y_1-y_2)^2\), so both matrices are positive semidefinite. Each off-diagonal term is \(1/4\) exactly but \(1\) after fitting, which is the overestimate you noticed. The totals are nevertheless \(E(M)=-6.5\) and \(E(N)=-14/3\approx-4.67\). With \(E(R)=-7/6\), the sharper bound is \(-35/6\approx-5.83\), still above \(-6.5\).

**One pair.** Here the conditions reduce to \(0\le N\le M\) for plain numbers, and the single term cannot be overestimated. The same holds for diagonal terms at any size, so two pairs is the smallest case in which your observation can occur.

In the Lean file below, the finite type `n` is the set of pairs, `x` holds the orbital-energy differences, called excitation energies in the title and the code, and `osEnergy x M` is \(E(M)\) with its minus sign. The double sum runs over ordered pairs, one index for each spin, with the same spatial orbitals for both spins. `PosSemidef` includes symmetry of the real matrix. The three main statements share the hypotheses that all `x i` are positive and that `N` and `M - N` are positive semidefinite:

- `osEnergy_le_add_residual` says \(E(M)\le E(N)+E(M-N)\).
- `osEnergy_le_fitted` says \(E(M)\le E(N)\).
- `osEnergy_eq_iff` says that the two energies agree exactly when \(M=N\).

`single_term_overestimated_witness` records the two-pair matrices above, for any positive excitation energies.

The positivity of `M - N` means that the fit never raises the Coulomb self-repulsion of any real linear combination of the pair densities; checking each pair density alone is not enough. The step left to you is to identify `N` with the output of your program. Projection in the Coulomb metric, with the orbitals and orbital energies held fixed, has the required form; a fit in another metric needs its own argument. Same-spin exchange terms and unrestricted orbitals lie beyond this model.

```lean
import Mathlib

open MeasureTheory Matrix

namespace OppositeSpinRIMP2

noncomputable section

variable {n : Type*} [Fintype n]

/-- Opposite-spin MP2 energy for real integrals `M i j` between occupied-virtual pairs
with excitation energies `x i`; its domain is `x i + x j ≠ 0` for all pairs. -/
def osEnergy (x : n → ℝ) (M : Matrix n n ℝ) : ℝ :=
  -∑ i, ∑ j, M i j ^ 2 / (x i + x j)

/-- Laplace transform of the MP2 denominators: for positive excitation energies, a sum over
pairs with denominators is a time integral in which the two pairs decay independently. -/
theorem laplace_denominators (x : n → ℝ) (hx : ∀ i, 0 < x i) (c : n → n → ℝ) :
    ∑ i, ∑ j, c i j / (x i + x j) =
      ∫ t in Set.Ioi (0 : ℝ),
        ∑ i, ∑ j, c i j * (Real.exp (-x i * t) * Real.exp (-x j * t)) := by
  have heq : ∀ i j t, Real.exp (-x i * t) * Real.exp (-x j * t)
      = Real.exp (-(x i + x j) * t) := by
    intro i j t
    rw [← Real.exp_add]
    congr 1
    ring
  simp_rw [heq]
  have hint : ∀ i j, Integrable (fun t => c i j * Real.exp (-(x i + x j) * t))
      (volume.restrict (Set.Ioi (0 : ℝ))) := fun i j =>
    (exp_neg_integrableOn_Ioi 0 (add_pos (hx i) (hx j))).const_mul (c i j)
  -- exchange the finite sums with the integral
  rw [integral_finsetSum _ (fun i _ => integrable_finsetSum _ (fun j _ => hint i j))]
  refine Finset.sum_congr rfl fun i _ => ?_
  rw [integral_finsetSum _ (fun j _ => hint i j)]
  refine Finset.sum_congr rfl fun j _ => ?_
  have hneg : -(x i + x j) < 0 := by linarith [hx i, hx j]
  rw [integral_const_mul, integral_exp_mul_Ioi hneg, mul_zero, Real.exp_zero,
    neg_div_neg_eq, mul_one_div]

/-- A real positive semidefinite integral matrix is a sum of rank-one terms with
non-negative weights. -/
theorem exists_rank_one_sum {B : Matrix n n ℝ} (hB : B.PosSemidef) :
    ∃ (w : n → ℝ) (u : n → n → ℝ), (∀ k, 0 ≤ w k) ∧
      ∀ i j, B i j = ∑ k, w k * (u k i * u k j) := by
  classical
  obtain ⟨b, w, hw, hb⟩ : ∃ (b : OrthonormalBasis n ℝ (EuclideanSpace ℝ n)) (w : n → ℝ),
      (∀ k, 0 ≤ w k) ∧ ∀ k, B *ᵥ (b k).ofLp = w k • (b k).ofLp :=
    ⟨hB.1.eigenvectorBasis, hB.1.eigenvalues, fun k => hB.eigenvalues_nonneg k,
      fun k => hB.1.mulVec_eigenvectorBasis k⟩
  refine ⟨w, fun k i => (b k).ofLp i, hw, fun i j => ?_⟩
  -- completeness of the eigenvectors
  have hcomp : ∀ l, ∑ k, (b k).ofLp l * (b k).ofLp j = if j = l then 1 else 0 := by
    intro l
    have h := b.sum_inner_mul_inner
      (EuclideanSpace.single l (1 : ℝ)) (EuclideanSpace.single j (1 : ℝ))
    simpa [EuclideanSpace.inner_single_left, EuclideanSpace.inner_single_right,
      Pi.single_apply] using h
  have heig : ∀ k, ∑ l, B i l * (b k).ofLp l = w k * (b k).ofLp i := by
    intro k
    have h := congrFun (hb k) i
    simpa only [Matrix.mulVec, dotProduct, Pi.smul_apply, smul_eq_mul] using h
  calc B i j = ∑ l, B i l * (if j = l then 1 else 0) := by simp
    _ = ∑ l, B i l * ∑ k, (b k).ofLp l * (b k).ofLp j := by simp_rw [hcomp]
    _ = ∑ k, (∑ l, B i l * (b k).ofLp l) * (b k).ofLp j := by
        simp_rw [Finset.mul_sum, Finset.sum_mul]
        rw [Finset.sum_comm]
        simp only [mul_assoc]
    _ = _ := by simp_rw [heig, mul_assoc]

/-- The entrywise product of two real positive semidefinite matrices has a non-negative
quadratic form. -/
theorem entrywise_product_nonneg {A B : Matrix n n ℝ} (hA : A.PosSemidef)
    (hB : B.PosSemidef) (v : n → ℝ) :
    0 ≤ ∑ i, ∑ j, A i j * B i j * (v i * v j) := by
  obtain ⟨w, u, hw, hu⟩ := exists_rank_one_sum hB
  have hq : ∀ y : n → ℝ, 0 ≤ ∑ i, ∑ j, y i * (A i j * y j) := by
    intro y
    have h := hA.dotProduct_mulVec_nonneg y
    simpa only [dotProduct, Matrix.mulVec, Finset.mul_sum, Pi.star_apply,
      star_trivial] using h
  have key : ∑ i, ∑ j, A i j * B i j * (v i * v j)
      = ∑ k, w k * ∑ i, ∑ j, (v i * u k i) * (A i j * (v j * u k j)) := by
    simp_rw [hu, Finset.mul_sum, Finset.sum_mul]
    symm
    rw [Finset.sum_comm]
    refine Finset.sum_congr rfl fun i _ => ?_
    rw [Finset.sum_comm]
    refine Finset.sum_congr rfl fun j _ => Finset.sum_congr rfl fun k _ => ?_
    ring
  rw [key]
  exact Finset.sum_nonneg fun k _ => mul_nonneg (hw k) (hq fun i => v i * u k i)

/-- For positive excitation energies and positive semidefinite `N` and `M - N`, the exact
energy lies at or below the fitted energy plus the energy of the residual integrals. -/
theorem osEnergy_le_add_residual {x : n → ℝ} (hx : ∀ i, 0 < x i) {M N : Matrix n n ℝ}
    (hN : N.PosSemidef) (hR : (M - N).PosSemidef) :
    osEnergy x M ≤ osEnergy x N + osEnergy x (M - N) := by
  -- the cross term is non-negative at every Laplace time
  have h : 0 ≤ ∑ i, ∑ j, N i j * (M - N) i j / (x i + x j) :=
    le_of_le_of_eq
      (integral_nonneg fun t => entrywise_product_nonneg hN hR fun i => Real.exp (-x i * t))
      (laplace_denominators x hx fun i j => N i j * (M - N) i j).symm
  have e : ∑ i, ∑ j, M i j ^ 2 / (x i + x j)
      = ∑ i, ∑ j, N i j ^ 2 / (x i + x j) + ∑ i, ∑ j, (M - N) i j ^ 2 / (x i + x j)
        + 2 * ∑ i, ∑ j, N i j * (M - N) i j / (x i + x j) := by
    simp_rw [Finset.mul_sum, ← Finset.sum_add_distrib]
    refine Finset.sum_congr rfl fun i _ => Finset.sum_congr rfl fun j _ => ?_
    simp only [Matrix.sub_apply]
    ring
  unfold osEnergy
  linarith

/-- Opposite-spin RI-MP2 is bounded in total: for positive excitation energies and positive
semidefinite `N` and `M - N`, the fitted energy is never below the exact one. -/
theorem osEnergy_le_fitted {x : n → ℝ} (hx : ∀ i, 0 < x i) {M N : Matrix n n ℝ}
    (hN : N.PosSemidef) (hR : (M - N).PosSemidef) : osEnergy x M ≤ osEnergy x N := by
  have h := osEnergy_le_add_residual hx hN hR
  have h0 : 0 ≤ ∑ i, ∑ j, (M - N) i j ^ 2 / (x i + x j) :=
    Finset.sum_nonneg fun i _ => Finset.sum_nonneg fun j _ =>
      div_nonneg (sq_nonneg _) (add_pos (hx i) (hx j)).le
  have h1 : osEnergy x (M - N) ≤ 0 := neg_nonpos.mpr h0
  linarith

/-- For positive excitation energies and positive semidefinite `N` and `M - N`, the fitted
energy is exact if and only if every fitted integral is exact. -/
theorem osEnergy_eq_iff {x : n → ℝ} (hx : ∀ i, 0 < x i) {M N : Matrix n n ℝ}
    (hN : N.PosSemidef) (hR : (M - N).PosSemidef) :
    osEnergy x M = osEnergy x N ↔ M = N := by
  refine ⟨fun h => ?_, fun h => by rw [h]⟩
  have hres := osEnergy_le_add_residual hx hN hR
  have hterm : ∀ i j, 0 ≤ (M - N) i j ^ 2 / (x i + x j) := fun i j =>
    div_nonneg (sq_nonneg _) (add_pos (hx i) (hx j)).le
  have hle : ∑ i, ∑ j, (M - N) i j ^ 2 / (x i + x j) ≤ 0 := by
    unfold osEnergy at h hres
    linarith
  ext i j
  -- a single residual term is bounded by the whole sum
  have h1 := Finset.single_le_sum (f := fun j => (M - N) i j ^ 2 / (x i + x j))
    (fun j _ => hterm i j) (Finset.mem_univ j)
  have h2 := Finset.single_le_sum (f := fun i => ∑ j, (M - N) i j ^ 2 / (x i + x j))
    (fun i _ => Finset.sum_nonneg fun j _ => hterm i j) (Finset.mem_univ i)
  have h3 : (M - N) i j ^ 2 / (x i + x j) = 0 :=
    le_antisymm (h1.trans (h2.trans hle)) (hterm i j)
  have h4 : (M - N) i j ^ 2 = 0 :=
    (div_eq_zero_iff.mp h3).resolve_right (add_pos (hx i) (hx j)).ne'
  exact sub_eq_zero.mp ((pow_eq_zero_iff two_ne_zero).mp h4)

/-- Two pairs with exact integrals `3, 1, 1, 3` and all fitted integrals `2`: `N` and `M - N` are
positive semidefinite, yet for positive excitation energies the squared off-diagonal integral
divided by its denominator is larger for `N` than for `M`. -/
theorem single_term_overestimated_witness {x : Fin 2 → ℝ} (hx : ∀ i, 0 < x i)
    {M N : Matrix (Fin 2) (Fin 2) ℝ} (hM : M = !![3, 1; 1, 3]) (hN : N = !![2, 2; 2, 2]) :
    N.PosSemidef ∧ (M - N).PosSemidef ∧
      M 0 1 ^ 2 / (x 0 + x 1) < N 0 1 ^ 2 / (x 0 + x 1) := by
  rw [hM, hN]
  refine ⟨.of_dotProduct_mulVec_nonneg ?_ fun y => ?_,
    .of_dotProduct_mulVec_nonneg ?_ fun y => ?_, ?_⟩
  · exact Matrix.IsHermitian.ext fun i j => by fin_cases i <;> fin_cases j <;> simp
  · have h : star y ⬝ᵥ ((!![2, 2; 2, 2] : Matrix (Fin 2) (Fin 2) ℝ) *ᵥ y)
        = 2 * (y 0 + y 1) ^ 2 := by
      simp [Matrix.mulVec, dotProduct, Fin.sum_univ_two]
      ring
    rw [h]
    positivity
  · exact Matrix.IsHermitian.ext fun i j => by fin_cases i <;> fin_cases j <;> simp
  · have h : star y ⬝ᵥ ((!![3, 1; 1, 3] - !![2, 2; 2, 2] : Matrix (Fin 2) (Fin 2) ℝ) *ᵥ y)
        = (y 0 - y 1) ^ 2 := by
      simp [Matrix.mulVec, dotProduct, Fin.sum_univ_two]
      ring
    rw [h]
    positivity
  · refine div_lt_div_of_pos_right ?_ (add_pos (hx 0) (hx 1))
    norm_num

end

end OppositeSpinRIMP2
```

```lean
#print axioms OppositeSpinRIMP2.osEnergy_le_fitted
#print axioms OppositeSpinRIMP2.osEnergy_eq_iff
```

```
'OppositeSpinRIMP2.osEnergy_le_fitted' depends on axioms: [propext, Classical.choice, Quot.sound]
'OppositeSpinRIMP2.osEnergy_eq_iff' depends on axioms: [propext, Classical.choice, Quot.sound]
```

The proof follows the derivation closely. `laplace_denominators` exchanges the finite sums with the time integral, which is allowed because each exponential is integrable for positive excitation energies. `exists_rank_one_sum` expands a positive semidefinite matrix in its eigenvectors, using their completeness, and `entrywise_product_nonneg` reorders the sums so that each eigenvector contributes a non-negative quadratic form.

In `osEnergy_le_add_residual`, the step `h` is \(C\ge0\), obtained by integrating that inequality over \(t\), and `e` is the expansion of the square; `linarith` combines them. `osEnergy_le_fitted` then discards the non-positive residual energy. For equality, `osEnergy_eq_iff` bounds each residual term by the whole sum, using `Finset.single_le_sum` once per index, so each term is zero. The two-pair example is settled by writing out the quadratic forms as squares.

For your series of auxiliary bases, with the orbitals and orbital energies held fixed, let `N` be the smaller fit and let the larger fit take the place of `M`. If the smaller fit and the larger fit minus the smaller one are both positive semidefinite, as for nested auxiliary bases in the Coulomb metric, the energy cannot rise when the auxiliary basis is enlarged. In scaled opposite-spin MP2 with real closed-shell orbitals, a positive scaling factor leaves these inequalities intact, so the fitting error in that energy has a known sign whenever the fit meets the conditions above.
